# Exact elimination of the small component from the matrix Dirac equation when 2c² + E − V2 is invertible

## The two-component matrix model

Let m and n be finite index sets that label the basis functions for the large and small components. A spinor is a pair (L, S), with L a complex vector indexed by m and S one indexed by n. In Lean the stacked vector is `Sum.elim L S`, a function on the disjoint union `m ⊕ n`. The sets may differ in size, so the matrix P that takes large-component vectors to small-component vectors is rectangular, with n rows and m columns. Its conjugate transpose P† is written `Pᴴ`, and `*ᵥ` is a matrix acting on a vector.

Units are atomic, with the electron mass equal to 1, and energies are counted from the rest energy c². The matrix P stands for σ·p, and V1 and V2 represent the potential in the two basis sets. Both bases are taken as orthonormal, so no overlap matrix appears. The model describes one electron in a fixed potential.

```lean
import Mathlib

open Matrix

namespace SmallComponentElimination

noncomputable section

variable {m n : Type*} [Fintype m] [Fintype n] [DecidableEq n]
```

The Dirac Hamiltonian is the block matrix

H = [[V1, c P†], [c P, V2 − 2c²]].

The number c is real, with no condition on its sign. V1 and V2 are arbitrary complex square matrices; Hermiticity is assumed only for the norm formula further down.

```lean
/-- The matrix Dirac Hamiltonian, with energies counted from the rest energy:
potentials `V1`, `V2` for the large and small components, coupled by `c P`. -/
def diracH (V1 : Matrix m m ℂ) (V2 : Matrix n n ℂ) (P : Matrix n m ℂ) (c : ℝ) :
    Matrix (m ⊕ n) (m ⊕ n) ℂ :=
  fromBlocks V1 ((c : ℂ) • Pᴴ) ((c : ℂ) • P) (V2 - (2 * (c : ℂ) ^ 2) • 1)
```

The lower diagonal block of E − H is

D(E) = 2c² + E − V2,

where scalars multiply the identity matrix. The energy E may be complex.

```lean
/-- The small-component denominator `D(E) = 2c² + E - V2`. -/
def smallD (V2 : Matrix n n ℂ) (c : ℝ) (E : ℂ) : Matrix n n ℂ :=
  (2 * (c : ℂ) ^ 2 + E) • 1 - V2
```

When D(E) is invertible, it defines a matrix that produces the small component from the large one:

X(E) = c D(E)⁻¹ P.

```lean
/-- The coupling matrix `X(E) = c D(E)⁻¹ P` from large to small components. -/
def coupling (V2 : Matrix n n ℂ) (P : Matrix n m ℂ) (c : ℝ) (E : ℂ) : Matrix n m ℂ :=
  (c : ℂ) • ((smallD V2 c E)⁻¹ * P)
```

It also defines a Hamiltonian that acts on the large component alone and depends on the energy:

H_eff(E) = V1 + c² P† D(E)⁻¹ P.

```lean
/-- The energy-dependent Hamiltonian `V1 + c² P† D(E)⁻¹ P` for the large component. -/
def effH (V1 : Matrix m m ℂ) (V2 : Matrix n n ℂ) (P : Matrix n m ℂ) (c : ℝ) (E : ℂ) :
    Matrix m m ℂ :=
  V1 + (c : ℂ) ^ 2 • (Pᴴ * (smallD V2 c E)⁻¹ * P)
```

The zeroth-order regular approximation, ZORA, replaces D(E) by D(0) = 2c² − V2:

H_ZORA = V1 + c² P† (2c² − V2)⁻¹ P.

This matrix no longer depends on E, so its eigenvalue problem is an ordinary one. Here (2c² − V2)⁻¹ is the inverse of a finite matrix, which in general differs from the matrix of the function 1/(2c² − V) in the same basis.

```lean
/-- The ZORA Hamiltonian `V1 + c² P† (2c² - V2)⁻¹ P`, with the denominator taken at `E = 0`. -/
def zoraH (V1 : Matrix m m ℂ) (V2 : Matrix n n ℂ) (P : Matrix n m ℂ) (c : ℝ) :
    Matrix m m ℂ :=
  V1 + (c : ℂ) ^ 2 • (Pᴴ * (smallD V2 c 0)⁻¹ * P)
```

## Two coupled equations

Multiplying out H(L, S) = E(L, S) block by block gives

V1 L + c P†S = E L,
c P L + (V2 − 2c²) S = E S.

In the second equation, move the terms in S to the right:

c P L = (2c² + E − V2) S = D(E) S.

No inverse has been taken, so this form of the Dirac equation holds for every E.

In the proof, `fromBlocks_mulVec` carries out the block multiplication, and `key` says that two stacked vectors are equal exactly when their upper and lower parts agree. The upper equation is already in the required form. The lower one differs from its target by an overall sign and a rearrangement, which is what `linear_combination` with the factor −1 supplies in each direction.

```lean
variable (V1 : Matrix m m ℂ) (V2 : Matrix n n ℂ) (P : Matrix n m ℂ) (c : ℝ)

/-- The Dirac equation is equivalent to two coupled equations for the large and
small components. -/
theorem dirac_iff_coupled (E : ℂ) (L : m → ℂ) (S : n → ℂ) :
    diracH V1 V2 P c *ᵥ Sum.elim L S = E • Sum.elim L S ↔
      V1 *ᵥ L + (c : ℂ) • (Pᴴ *ᵥ S) = E • L ∧
        smallD V2 c E *ᵥ S = (c : ℂ) • (P *ᵥ L) := by
  have hs : E • Sum.elim L S = Sum.elim (E • L) (E • S) := by
    ext i
    cases i <;> rfl
  have key : ∀ (a a' : m → ℂ) (b b' : n → ℂ),
      Sum.elim a b = Sum.elim a' b' ↔ a = a' ∧ b = b' := fun a a' b b' =>
    ⟨fun h => ⟨funext fun i => congrFun h (Sum.inl i), funext fun i => congrFun h (Sum.inr i)⟩,
      fun h => by rw [h.1, h.2]⟩
  rw [diracH, fromBlocks_mulVec, hs, Sum.elim_comp_inl, Sum.elim_comp_inr, key]
  simp only [smallD, smul_mulVec, sub_mulVec, one_mulVec]
  -- the lower equations differ by an overall sign and a rearrangement
  refine and_congr Iff.rfl ⟨fun h => ?_, fun h => ?_⟩
  · linear_combination (norm := module) (-1 : ℂ) • h
  · linear_combination (norm := module) (-1 : ℂ) • h
```

## Solving for the small component

Suppose D(E) is invertible. Multiplying D(E) S = c P L from the left by D(E)⁻¹ gives

S = c D(E)⁻¹ P L = X(E) L,

and multiplying back by D(E) recovers the lower equation. Inserting this S in the upper equation gives

V1 L + c P† (c D(E)⁻¹ P L) = E L,

that is,

H_eff(E) L = E L.

Each step can be reversed. The pair (L, S) therefore solves the Dirac equation at energy E exactly when S = X(E) L and H_eff(E) L = E L. Nothing has been expanded in 1/c.

The hypothesis `IsUnit (smallD V2 c E).det` says that det D(E) ≠ 0. Physically, E must not be an eigenvalue of the uncoupled small-component block V2 − 2c². For an attractive potential, with V2 Hermitian and without positive eigenvalues, this holds for every real E above −2c², because D(E) is then positive definite.

The proof follows the same route. The step `hS` turns the lower equation into S = X(E) L and back, using D⁻¹D = 1 in one direction and DD⁻¹ = 1 in the other. The step `hH` identifies H_eff(E) L with the upper left-hand side after the substitution. The last lines combine the two.

```lean
/-- Exact elimination of the small component: if `D(E)` is invertible, `(L, S)` solves the
Dirac equation exactly when `S = c D(E)⁻¹ P L` and `(V1 + c² P† D(E)⁻¹ P) L = E L`. -/
theorem dirac_iff_eliminated (E : ℂ) (hD : IsUnit (smallD V2 c E).det)
    (L : m → ℂ) (S : n → ℂ) :
    diracH V1 V2 P c *ᵥ Sum.elim L S = E • Sum.elim L S ↔
      S = coupling V2 P c E *ᵥ L ∧ effH V1 V2 P c E *ᵥ L = E • L := by
  have hX : coupling V2 P c E *ᵥ L = (smallD V2 c E)⁻¹ *ᵥ ((c : ℂ) • (P *ᵥ L)) := by
    simp only [coupling, smul_mulVec, mulVec_smul, mulVec_mulVec]
  -- the lower equation determines the small component
  have hS : smallD V2 c E *ᵥ S = (c : ℂ) • (P *ᵥ L) ↔ S = coupling V2 P c E *ᵥ L := by
    rw [hX]
    constructor
    · intro h
      rw [← h, mulVec_mulVec, nonsing_inv_mul _ hD, one_mulVec]
    · intro h
      rw [h, mulVec_mulVec, mul_nonsing_inv _ hD, one_mulVec]
  -- inserting it in the upper equation gives the effective Hamiltonian
  have hH : effH V1 V2 P c E *ᵥ L =
      V1 *ᵥ L + (c : ℂ) • (Pᴴ *ᵥ (coupling V2 P c E *ᵥ L)) := by
    simp only [effH, coupling, add_mulVec, smul_mulVec, mulVec_smul, smul_smul,
      mulVec_mulVec, Matrix.mul_assoc, pow_two]
  rw [dirac_iff_coupled, hS, hH]
  constructor
  · rintro ⟨h1, h2⟩
    exact ⟨h2, by rw [← h2]; exact h1⟩
  · rintro ⟨h1, h2⟩
    exact ⟨by rw [h1]; exact h2, h1⟩
```

## Can the large component vanish?

If L = 0 and D(E) is invertible, the elimination formula gives S = X(E) 0 = 0, and the whole spinor vanishes. A nonzero solution therefore has L ≠ 0, so passing to the large-component equation loses no eigenvector at such an energy.

The Lean proof assumes L = 0, takes S = 0 from the preceding theorem, and contradicts the hypothesis that the stacked vector is nonzero.

```lean
/-- If `D(E)` is invertible, every nonzero solution of the Dirac equation has a nonzero
large component. -/
theorem large_component_ne_zero (E : ℂ) (hD : IsUnit (smallD V2 c E).det)
    (L : m → ℂ) (S : n → ℂ) (hne : Sum.elim L S ≠ 0)
    (h : diracH V1 V2 P c *ᵥ Sum.elim L S = E • Sum.elim L S) : L ≠ 0 := by
  intro hL
  have hS := ((dirac_iff_eliminated V1 V2 P c E hD L S).1 h).1
  rw [hL, mulVec_zero] at hS
  apply hne
  rw [hL, hS]
  ext i
  cases i <;> rfl
```

The role of invertibility shows when L = 0 is put into the coupled equations directly:

c P†S = 0,
D(E) S = 0.

These two conditions characterise the solutions that live entirely in the small component. A nonzero one requires D(E) to be singular, and its null vector S must also be annihilated by c P†. An equation for L alone cannot see such a state. The proof sets L = 0 in `dirac_iff_coupled` and removes the vanishing terms.

```lean
/-- A spinor with vanishing large component solves the Dirac equation exactly when its small
component is annihilated by both `c P†` and `D(E)`. -/
theorem pure_small_component_iff (E : ℂ) (S : n → ℂ) :
    diracH V1 V2 P c *ᵥ Sum.elim (0 : m → ℂ) S = E • Sum.elim (0 : m → ℂ) S ↔
      (c : ℂ) • (Pᴴ *ᵥ S) = 0 ∧ smallD V2 c E *ᵥ S = 0 := by
  rw [dirac_iff_coupled, mulVec_zero, mulVec_zero, smul_zero, smul_zero, zero_add]
```

## Factorising the secular determinant

The eigenvalues of H are the zeros of det(E − H). In block form,

E − H = [[E − V1, −c P†], [−c P, D(E)]].

For an invertible lower right block, the determinant is that of the block times the determinant of its Schur complement:

det(E − H) = det D(E) · det(E − V1 − (−c P†) D(E)⁻¹ (−c P)).

The two minus signs cancel, and the second factor becomes det(E − H_eff(E)):

det(E − H) = det D(E) · det(E − H_eff(E)).

Since det D(E) ≠ 0, such an E is an eigenvalue of H exactly when det(E − H_eff(E)) = 0. For the large component alone this is in general not an ordinary eigenvalue problem, because the matrix H_eff(E) itself depends on E.

In the code, `hblock` writes E − H in block form, `hschur` simplifies the Schur complement, and `det_fromBlocks₂₂` is Mathlib's determinant formula for a block matrix with an invertible lower right block.

```lean
/-- If `D(E)` is invertible, the Dirac secular determinant is the determinant of `D(E)` times the
secular determinant of the energy-dependent large-component Hamiltonian. -/
theorem secular_det [DecidableEq m] (E : ℂ) (hD : IsUnit (smallD V2 c E).det) :
    (E • 1 - diracH V1 V2 P c).det =
      (smallD V2 c E).det * (E • 1 - effH V1 V2 P c E).det := by
  have hblock : E • 1 - diracH V1 V2 P c =
      fromBlocks (E • 1 - V1) (-((c : ℂ) • Pᴴ)) (-((c : ℂ) • P)) (smallD V2 c E) := by
    rw [sub_eq_add_neg _ (diracH V1 V2 P c), ← fromBlocks_one, fromBlocks_smul, diracH,
      fromBlocks_neg, fromBlocks_add, fromBlocks_inj, smallD]
    refine ⟨?_, ?_, ?_, ?_⟩ <;> module
  -- the Schur complement of the small-component block
  have hschur : E • 1 - V1 - -((c : ℂ) • Pᴴ) * (smallD V2 c E)⁻¹ * -((c : ℂ) • P) =
      E • 1 - effH V1 V2 P c E := by
    simp only [effH, Matrix.neg_mul, Matrix.mul_neg, Matrix.smul_mul, Matrix.mul_smul]
    module
  let := invertibleOfIsUnitDet (smallD V2 c E) hD
  rw [hblock, det_fromBlocks₂₂, invOf_eq_nonsing_inv, hschur]
```

## The weight of the small component

Let V2 be Hermitian and E real. Then D(E)† = D(E), and its inverse is Hermitian too. For S = X(E) L,

S†S = L† X(E)† X(E) L,

X(E)† X(E) = (c P† D(E)⁻¹)(c D(E)⁻¹ P) = c² P† D(E)⁻² P,

and so

S†S = c² L† P† D(E)⁻² P L.

The vector L is not normalised here and need not solve the effective equation. For a nonzero L, the fraction of the normalised spinor's weight carried by the small component is

w = S†S / (L†L + S†S).

In Lean the squared norm is the dot product of `star v` with `v`. The steps `hreal` and `hDH` establish that D(E) is Hermitian, `hXX` computes X†X, and the final line moves X† across the dot product. The theorem has no invertibility hypothesis because Lean assigns the value zero to the inverse of a singular matrix, which makes both sides vanish; the formula has physical content only for invertible D(E).

```lean
/-- For Hermitian `V2` and real energy, the squared norm of the small component `c D(E)⁻¹ P L`
equals `L† (c² P† D(E)⁻² P) L`. -/
theorem small_component_norm (hV : V2.IsHermitian) (E : ℝ) (L : m → ℂ) :
    star (coupling V2 P c E *ᵥ L) ⬝ᵥ (coupling V2 P c E *ᵥ L) =
      star L ⬝ᵥ
        (((c : ℂ) ^ 2 • (Pᴴ * ((smallD V2 c E)⁻¹ * (smallD V2 c E)⁻¹) * P)) *ᵥ L) := by
  have hreal : star (2 * (c : ℂ) ^ 2 + (E : ℂ)) = 2 * (c : ℂ) ^ 2 + (E : ℂ) := by
    have h : 2 * (c : ℂ) ^ 2 + (E : ℂ) = ((2 * c ^ 2 + E : ℝ) : ℂ) := by norm_num
    rw [h]
    exact Complex.conj_ofReal _
  have hDH : (smallD V2 c E)ᴴ = smallD V2 c E := by
    rw [smallD, conjTranspose_sub, conjTranspose_smul, conjTranspose_one, hV.eq, hreal]
  have hc : star (c : ℂ) = (c : ℂ) := Complex.conj_ofReal c
  have hXX : (coupling V2 P c E)ᴴ * coupling V2 P c E =
      (c : ℂ) ^ 2 • (Pᴴ * ((smallD V2 c E)⁻¹ * (smallD V2 c E)⁻¹) * P) := by
    rw [coupling, conjTranspose_smul, conjTranspose_mul, conjTranspose_nonsing_inv, hDH, hc]
    simp only [Matrix.smul_mul, Matrix.mul_smul, smul_smul, Matrix.mul_assoc, pow_two]
  rw [star_mulVec, ← dotProduct_mulVec, mulVec_mulVec, hXX]
```

## What ZORA leaves out

H_eff(E) and H_ZORA differ only in the inverse between P† and P. When D(E) and D(0) are both invertible,

D(E)⁻¹ − D(0)⁻¹ = D(E)⁻¹ (D(0) − D(E)) D(0)⁻¹,

as expanding the right-hand side shows. The potential cancels in the middle factor:

D(0) − D(E) = −E.

Multiplying by c² P† from the left and P from the right gives

H_eff(E) − H_ZORA = −E c² P† D(E)⁻¹ D(0)⁻¹ P.

For this finite one-electron model, the identity gives in closed form the operator that a ZORA calculation omits. It compares two matrices at a given E and is not a bound on the error of a ZORA eigenvalue. At E = 0, the rest energy, the difference vanishes.

The proof has the same three parts: `hres` is the resolvent identity, `hdiff` evaluates the middle factor, and `hsub` reduces the difference of Hamiltonians to the difference of inverses.

```lean
omit [Fintype m] in
/-- If `D(E)` and `D(0)` are invertible, the exact large-component Hamiltonian differs from the ZORA
Hamiltonian by `-E c² P† D(E)⁻¹ D(0)⁻¹ P`. -/
theorem effH_sub_zoraH (E : ℂ) (hD : IsUnit (smallD V2 c E).det)
    (h0 : IsUnit (smallD V2 c 0).det) :
    effH V1 V2 P c E - zoraH V1 V2 P c =
      -(E * (c : ℂ) ^ 2) • (Pᴴ * ((smallD V2 c E)⁻¹ * (smallD V2 c 0)⁻¹) * P) := by
  -- resolvent identity for the two denominators
  have hres : (smallD V2 c E)⁻¹ - (smallD V2 c 0)⁻¹ =
      (smallD V2 c E)⁻¹ * (smallD V2 c 0 - smallD V2 c E) * (smallD V2 c 0)⁻¹ := by
    rw [Matrix.mul_sub, Matrix.sub_mul, nonsing_inv_mul _ hD, Matrix.one_mul,
      Matrix.mul_assoc, mul_nonsing_inv _ h0, Matrix.mul_one]
  have hdiff : smallD V2 c 0 - smallD V2 c E = (-E) • (1 : Matrix n n ℂ) := by
    simp only [smallD]
    module
  have hsub : effH V1 V2 P c E - zoraH V1 V2 P c =
      (c : ℂ) ^ 2 • (Pᴴ * ((smallD V2 c E)⁻¹ - (smallD V2 c 0)⁻¹) * P) := by
    simp only [effH, zoraH, Matrix.mul_sub, Matrix.sub_mul]
    module
  rw [hsub, hres, hdiff]
  simp only [Matrix.mul_smul, Matrix.smul_mul, Matrix.mul_one]
  module

end

end SmallComponentElimination
```

```lean
#print axioms SmallComponentElimination.dirac_iff_eliminated
-- 'SmallComponentElimination.dirac_iff_eliminated' depends on axioms: [propext, Classical.choice, Quot.sound]
#print axioms SmallComponentElimination.large_component_ne_zero
-- 'SmallComponentElimination.large_component_ne_zero' depends on axioms: [propext, Classical.choice, Quot.sound]
#print axioms SmallComponentElimination.small_component_norm
-- 'SmallComponentElimination.small_component_norm' depends on axioms: [propext, Classical.choice, Quot.sound]
#print axioms SmallComponentElimination.effH_sub_zoraH
-- 'SmallComponentElimination.effH_sub_zoraH' depends on axioms: [propext, Classical.choice, Quot.sound]
```

## One basis function in each component

The formulas can be followed through by hand for a free particle with one basis function per component. Put V1 = V2 = 0, let P be a single complex number p, and take c > 0. Then D(E) = 2c² + E, and for E ≠ −2c² the effective equation with L ≠ 0 reads

E = c²|p|² / (2c² + E),

or

E² + 2c²E − c²|p|² = 0.

Its roots are

E = −c² ± √(c⁴ + c²|p|²),

the relativistic energies of a free particle with momentum of magnitude |p|, less the rest energy. For p ≠ 0 both roots have D(E) ≠ 0, so the large-component equation keeps the negative-energy solution as well as the positive one. For p = 0 the lower root is E = −2c², where D(E) = 0. The corresponding state has L = 0 and is the purely small-component solution that elimination misses.

ZORA gives

E_ZORA = c²|p|² / (2c²) = |p|²/2,

the nonrelativistic kinetic energy. At an exact root with D(E) ≠ 0, the difference formula becomes

E − E_ZORA = −E² / (2c²),

which agrees with the quadratic equation. On the positive branch the small component carries the fraction

w = E / (2c² + 2E)

of the weight. With p fixed and c increasing, this fraction tends to zero and E tends to |p|²/2.
